# A spin distribution in a shell attains the maximum number of parallel-spin pairs exactly when no allowed distribution of the same electrons has more

Put `a` spin-up and `b` spin-down electrons in a shell of `n` orbitals, with at most `n` electrons in each spin channel. The number of parallel-spin pairs is a(a−1)/2 + b(b−1)/2, and `maxPairs n (a + b)` is the largest value of this count over all allowed ways of dividing the same `a + b` electrons between the two channels. The theorem says that the given distribution attains this maximum if and only if no allowed distribution of the same total has more parallel-spin pairs; this is pure counting, with no Hamiltonian or energy involved. The proof first shows that every allowed distribution's count is at most `maxPairs`, which gives the forward direction after a rewrite, and then gets the converse by antisymmetry, bounding the supremum term by term.

The failing Lean file:

```lean
import Mathlib

open Finset

namespace EqMaxPairsIff

/-- The number of parallel-spin pairs among `a` spin-up and `b` spin-down electrons,
`a(a-1)/2 + b(b-1)/2`. -/
def parallelPairs (a b : ℕ) : ℕ := a.choose 2 + b.choose 2

/-- The largest number of parallel-spin pairs that `N` electrons can have in a shell of
`n` orbitals, each spin channel holding at most `n` electrons; meant for `N ≤ 2n`. -/
def maxPairs (n N : ℕ) : ℕ :=
  ((antidiagonal N).filter (fun p => p.1 ≤ n ∧ p.2 ≤ n)).sup
    (fun p => parallelPairs p.1 p.2)

/-- An allowed distribution over the two spin channels attains `maxPairs` exactly when no allowed
distribution of the same number of electrons has more parallel-spin pairs. -/
theorem eq_maxPairs_iff {n a b : ℕ} (ha : a ≤ n) (hb : b ≤ n) :
    parallelPairs a b = maxPairs n (a + b) ↔
      ∀ c d : ℕ, c ≤ n → d ≤ n → c + d = a + b → parallelPairs c d ≤ parallelPairs a b := by
  have hle : ∀ c d : ℕ, c ≤ n → d ≤ n → c + d = a + b →
      parallelPairs c d ≤ maxPairs n (a + b) := by
    intro c d hc hd hcd
    exact Finset.le_sup (f := fun p : ℕ × ℕ => parallelPairs p.1 p.2) (b := (c, d))
      (mem_filter.2 ⟨mem_antidiagonal.2 hcd, hc, hd⟩)
  constructor
  · intro h c d hc hd hcd
    rw [h]
    exact hle c d hc hd hcd
  · intro h
    refine le_antisymm (hle a b ha hb rfl) (Finset.sup_le fun p hp => ?_)
    rw [mem_filter, mem_antidiagonal] at hp
    exact h p.1 p.2 hp.2.1 hp.2.2 hp.1

end EqMaxPairsIff
```

Messages:

```
Main.lean:33:20: error: Ambiguous term
  mem_antidiagonal
Possible interpretations:
  HasAntidiagonal.mem_antidiagonal : ?m.136 ∈ HasAntidiagonal.antidiagonal ?m.135 ↔ ?m.136.1 + ?m.136.2 = ?m.135
  
  Finset.mem_antidiagonal : ?m.141 ∈ Finset.antidiagonal ?m.138 ?m.139 ?m.140 ↔
    ?m.141.1 ∈ ?m.136 ∧ ?m.141.2 ∈ ?m.137 ∧ ?m.141.1 + ?m.141.2 = ?m.140
```

Diagnosis. The message says that `mem_antidiagonal` in the last `rw` has two possible readings. One, `HasAntidiagonal.mem_antidiagonal`, describes the pairs with a given sum, which is what `maxPairs` uses. The other, `Finset.mem_antidiagonal`, is about an antidiagonal with three arguments, and also requires the two components to lie in given sets. With `open Finset`, the short name can mean either.

`rw` elaborates the lemma before matching it against `hp`, so nothing at that point rules out either reading, and Lean reports an ambiguity. Writing `HasAntidiagonal.mem_antidiagonal` picks the intended lemma and cures the error.

The diff makes the same change in the proof of `hle`, where Lean reported no error. There the lemma is applied to `hcd` and its result has to fit an expected membership statement, which only the first reading does. That change is mere tidying.

After these edits no error is left:

```diff
@@ -24,5 +24,5 @@
     intro c d hc hd hcd
     exact Finset.le_sup (f := fun p : ℕ × ℕ => parallelPairs p.1 p.2) (b := (c, d))
-      (mem_filter.2 ⟨mem_antidiagonal.2 hcd, hc, hd⟩)
+      (mem_filter.2 ⟨HasAntidiagonal.mem_antidiagonal.2 hcd, hc, hd⟩)
   constructor
   · intro h c d hc hd hcd
@@ -31,5 +31,5 @@
   · intro h
     refine le_antisymm (hle a b ha hb rfl) (Finset.sup_le fun p hp => ?_)
-    rw [mem_filter, mem_antidiagonal] at hp
+    rw [mem_filter, HasAntidiagonal.mem_antidiagonal] at hp
     exact h p.1 p.2 hp.2.1 hp.2.2 hp.1
 
```
